# Small distortions lower the ground-state energy when a symmetry-breaking linear coupling acts within the ground level

Before relaxing a symmetric molecule with a degenerate ground level, one can displace its atoms slightly along a symmetry-breaking mode. In a finite-dimensional model with linear coupling, the result below guarantees that this lowers the energy if the mode couples states within the level.

## The distorted Hamiltonian

```lean
import Mathlib

open scoped InnerProductSpace ComplexConjugate Topology
open Module

namespace JahnTeller

noncomputable section

variable {S : Type*} [NormedAddCommGroup S] [InnerProductSpace ℂ S]
variable {G : Type*} [Group G] [Fintype G]
```

S is the complex space of electronic states and G the finite symmetry group.

```lean
/-- The real number `e` is an eigenvalue of `T`, and no real eigenvalue of `T` is smaller. -/
def IsLowestEigenvalue (T : End ℂ S) (e : ℝ) : Prop :=
  (∃ x, x ≠ 0 ∧ T x = (e : ℂ) • x) ∧
    ∀ (e' : ℝ) (x : S), x ≠ 0 → T x = (e' : ℂ) • x → e ≤ e'
```

`IsLowestEigenvalue T e` says that e has a nonzero eigenvector and no real eigenvalue is smaller. `End ℂ S` is the type of linear operators on S.

```lean
/-- The average of the operator `V` over the symmetry group. -/
def groupAverage (U : G →* End ℂ S) (V : End ℂ S) : End ℂ S :=
  (Fintype.card G : ℂ)⁻¹ • ∑ g, U g⁻¹ * V * U g
```

This is the average (1/|G|) Σ_g U_g⁻¹ V U_g.

```lean
/-- A symmetry-breaking mode: the group acts by unitaries that commute with the Hermitian `H₀`,
and the Hermitian coupling `V` has zero group average. -/
structure SymmetryBreakingMode (U : G →* End ℂ S) (H₀ V : End ℂ S) : Prop where
  hermitian_H : LinearMap.IsSymmetric H₀
  hermitian_V : LinearMap.IsSymmetric V
  unitary : ∀ g x y, ⟪U g x, U g y⟫_ℂ = ⟪x, y⟫_ℂ
  commute : ∀ g, Commute (U g) H₀
  average : groupAverage U V = 0
```

The structure collects the hypotheses. H₀ is the Hamiltonian at the symmetric geometry and V its first derivative along the mode. Zero average means that V has no totally symmetric part.

```lean
/-- The Hamiltonian `H₀ + q V + k q² / 2` at the distortion `q`. -/
def distorted (H₀ V : End ℂ S) (k q : ℝ) : End ℂ S :=
  H₀ + (q : ℂ) • V + ((k * q ^ 2 / 2 : ℝ) : ℂ) • (1 : End ℂ S)
```

For a distortion q this reads

H(q) = H₀ + qV + kq²/2.

The stiffness k stands for the elastic response of the frame and may have either sign. Applying the model to a molecule requires one further step: approximating its electronic Hamiltonian near the symmetric geometry by this form, with the nuclei at rest.

## Both signs of ⟨V⟩ occur in the level

```lean
/-- The expectation values of a symmetry-breaking coupling, summed over the symmetry images of
a state, give zero. -/
theorem sum_orbit_eq_zero {U : G →* End ℂ S} {H₀ V : End ℂ S}
    (h : SymmetryBreakingMode U H₀ V) (x : S) : ∑ g, ⟪V (U g x), U g x⟫_ℂ = 0 := by
  have h0 : ∑ g, U g⁻¹ * V * U g = 0 :=
    (smul_eq_zero.mp h.average).resolve_left
      (inv_ne_zero (Nat.cast_ne_zero.mpr Fintype.card_ne_zero))
  calc ∑ g, ⟪V (U g x), U g x⟫_ℂ = ∑ g, ⟪(U g⁻¹ * V * U g) x, x⟫_ℂ := by
        refine Finset.sum_congr rfl fun g _ => ?_
        have h1 : U g * U g⁻¹ = 1 := by rw [← map_mul, mul_inv_cancel, map_one]
        have h2 : U g ((U g⁻¹ * V * U g) x) = V (U g x) :=
          LinearMap.congr_fun h1 (V (U g x))
        have h3 := h.unitary g ((U g⁻¹ * V * U g) x) x
        rw [h2] at h3
        exact h3
    _ = ⟪(∑ g, U g⁻¹ * V * U g) x, x⟫_ℂ := by rw [LinearMap.sum_apply, sum_inner]
    _ = 0 := by rw [h0, LinearMap.zero_apply, inner_zero_left]
```

Unitarity moves U_g across the inner product:

Σ_g ⟨V U_g x, U_g x⟩ = Σ_g ⟨U_g⁻¹ V U_g x, x⟩ = 0.

```lean
variable [FiniteDimensional ℂ S]

/-- The orthogonal projector onto the eigenspace of `H₀` at the energy `E₀`. -/
def levelProjector (H₀ : End ℂ S) (E₀ : ℝ) : End ℂ S :=
  (End.eigenspace H₀ (E₀ : ℂ)).starProjection.toLinearMap
```

S is finite-dimensional from here on. P, in Lean `levelProjector H₀ E₀`, projects orthogonally onto the eigenspace at E₀.

```lean
/-- A Hermitian operator on a nonzero finite-dimensional space has a lowest eigenvalue, and it
bounds the energy expectation value of every state from below. -/
theorem exists_lowestEigenvalue [Nontrivial S] {T : End ℂ S} (hT : LinearMap.IsSymmetric T) :
    ∃ e, IsLowestEigenvalue T e ∧ ∀ x, e * ‖x‖ ^ 2 ≤ (⟪T x, x⟫_ℂ).re := by
  have hn : finrank ℂ S = finrank ℂ S := rfl
  let b := hT.eigenvectorBasis hn
  let ev := hT.eigenvalues hn
  have hb : ∀ i, T (b i) = (ev i : ℂ) • b i := fun i => hT.apply_eigenvectorBasis hn i
  have hself : ∀ x : S, (⟪x, x⟫_ℂ).re = ‖x‖ ^ 2 := fun x => inner_self_eq_norm_sq (𝕜 := ℂ) x
  have : Nonempty (Fin (finrank ℂ S)) := ⟨⟨0, finrank_pos⟩⟩
  obtain ⟨j, hj⟩ := Finite.exists_min ev
  have bound : ∀ x, ev j * ‖x‖ ^ 2 ≤ (⟪T x, x⟫_ℂ).re := by
    intro x
    have h3 : ∀ i, ⟪x, b i⟫_ℂ * ⟪b i, x⟫_ℂ = ((‖⟪b i, x⟫_ℂ‖ ^ 2 : ℝ) : ℂ) := fun i => by
      rw [← inner_conj_symm x (b i), ← Complex.normSq_eq_conj_mul_self,
        Complex.normSq_eq_norm_sq]
    -- expand the energy and the norm in the eigenbasis
    have h1 : (⟪T x, x⟫_ℂ).re = ∑ i, ev i * ‖⟪b i, x⟫_ℂ‖ ^ 2 := by
      rw [← b.sum_inner_mul_inner (T x) x, Complex.re_sum]
      refine Finset.sum_congr rfl fun i _ => ?_
      rw [hT x (b i), hb, inner_smul_right, mul_assoc, h3, ← Complex.ofReal_mul,
        Complex.ofReal_re]
    have h2 : ‖x‖ ^ 2 = ∑ i, ‖⟪b i, x⟫_ℂ‖ ^ 2 := by
      rw [← hself, ← b.sum_inner_mul_inner x x, Complex.re_sum]
      exact Finset.sum_congr rfl fun i _ => by rw [h3, Complex.ofReal_re]
    rw [h1, h2, Finset.mul_sum]
    exact Finset.sum_le_sum fun i _ => mul_le_mul_of_nonneg_right (hj i) (sq_nonneg _)
  refine ⟨ev j, ⟨⟨b j, b.orthonormal.ne_zero j, hb j⟩, fun e' x hx h => ?_⟩, bound⟩
  have h1 := bound x
  rw [h, inner_smul_left, Complex.conj_ofReal, Complex.re_ofReal_mul, hself] at h1
  exact le_of_mul_le_mul_right h1 (pow_pos (norm_pos_iff.mpr hx) 2)
```

Expand x in an orthonormal eigenbasis bᵢ of T with eigenvalues εᵢ and coefficients cᵢ:

⟨Tx, x⟩ = Σᵢ εᵢ|cᵢ|² ≥ ε_min ‖x‖².

For an eigenvector x with eigenvalue e′ this gives e′ ≥ ε_min, so ε_min is the lowest eigenvalue.

```lean
variable {U : G →* End ℂ S} {H₀ V : End ℂ S} {E₀ : ℝ}

/-- If a symmetry-breaking coupling does not vanish within a level, then for either sign of the
distortion `s` some state of the level has a negative linear energy `s ⟨V⟩`. -/
theorem exists_lowered_state (h : SymmetryBreakingMode U H₀ V)
    (hP : levelProjector H₀ E₀ * V * levelProjector H₀ E₀ ≠ 0) {s : ℝ} (hs : s ≠ 0) :
    ∃ x, H₀ x = (E₀ : ℂ) • x ∧ s * (⟪V x, x⟫_ℂ).re < 0 := by
  by_contra hcon
  push Not at hcon
  -- terms of one sign that sum to zero over the orbit all vanish
  have hz : ∀ x, H₀ x = (E₀ : ℂ) • x → ⟪V x, x⟫_ℂ = 0 := by
    intro x hx
    have hU : ∀ g, H₀ (U g x) = (E₀ : ℂ) • U g x := fun g => by
      have h1 := LinearMap.congr_fun (h.commute g).eq x
      simp only [End.mul_apply, hx, map_smul] at h1
      exact h1.symm
    have hsum : ∑ g, s * (⟪V (U g x), U g x⟫_ℂ).re = 0 := by
      rw [← Finset.mul_sum, ← Complex.re_sum, sum_orbit_eq_zero h, Complex.zero_re, mul_zero]
    have h1 := (Finset.sum_eq_zero_iff_of_nonneg (fun g _ => hcon _ (hU g))).mp hsum 1
      (Finset.mem_univ _)
    simp only [map_one, End.one_apply] at h1
    have hc : conj ⟪V x, x⟫_ℂ = ⟪V x, x⟫_ℂ := by
      rw [inner_conj_symm]
      exact (h.hermitian_V x x).symm
    exact Complex.ext ((mul_eq_zero.mp h1).resolve_left hs) (Complex.conj_eq_iff_im.mp hc)
  -- an operator with vanishing expectation values is zero
  refine hP ((inner_map_self_eq_zero _).mp fun y => ?_)
  exact (Submodule.inner_starProjection_left_eq_right _ _ y).trans
    (hz _ (End.mem_eigenspace_iff.mp (Submodule.starProjection_apply_mem _ y)))
```

The hypothesis `hP` says PVP ≠ 0. For nonlinear molecules with an orbital degeneracy imposed by symmetry, the classic Jahn-Teller theorem shows from the point groups that some symmetry-breaking mode is allowed to have PVP ≠ 0. Symmetry does not fix the size of this coupling; here PVP ≠ 0 is an assumption.

Suppose, for some s ≠ 0, that s⟨Vx, x⟩ ≥ 0 throughout the level (`by_contra`). Each U_g x stays in the level, because U_g commutes with H₀. The nonnegative terms s⟨V U_g x, U_g x⟩ sum to zero, so each vanishes, and g = 1 gives ⟨Vx, x⟩ = 0. For every y in S, then,

⟨PVPy, y⟩ = ⟨VPy, Py⟩ = 0.

Mathlib's `inner_map_self_eq_zero` now turns vanishing expectation values into a vanishing operator. Its content is polarisation. If ⟨Tx, x⟩ = 0 for all x, expanding at x + y and at x + iy gives

⟨Tx, y⟩ + ⟨Ty, x⟩ = 0,
⟨Tx, y⟩ − ⟨Ty, x⟩ = 0,

so ⟨Tx, y⟩ = 0 for all x and y, and T = 0. With T = PVP this contradicts `hP`. The second equation needs complex scalars: a quarter turn of the real plane has ⟨Tx, x⟩ = 0 everywhere.

```lean
/-- A level within which a symmetry-breaking coupling does not vanish is degenerate. -/
theorem level_degenerate (h : SymmetryBreakingMode U H₀ V)
    (hP : levelProjector H₀ E₀ * V * levelProjector H₀ E₀ ≠ 0) :
    1 < finrank ℂ (End.eigenspace H₀ (E₀ : ℂ)) := by
  obtain ⟨x, hx, hxV⟩ := exists_lowered_state h hP one_ne_zero
  obtain ⟨y, hy, hyV⟩ := exists_lowered_state h hP (neg_ne_zero.mpr one_ne_zero)
  by_contra hdim
  obtain ⟨v, hv⟩ := finrank_le_one_iff.mp (not_lt.mp hdim)
  have key : ∀ z, H₀ z = (E₀ : ℂ) • z →
      ∃ r : ℝ, 0 ≤ r ∧ (⟪V z, z⟫_ℂ).re = r * (⟪V (v : S), (v : S)⟫_ℂ).re := by
    intro z hz
    obtain ⟨c, hc⟩ := hv ⟨z, End.mem_eigenspace_iff.mpr hz⟩
    have hc' : z = c • (v : S) := (congrArg Subtype.val hc).symm
    refine ⟨Complex.normSq c, Complex.normSq_nonneg c, ?_⟩
    rw [hc', map_smul, inner_smul_left, inner_smul_right, ← mul_assoc,
      ← Complex.normSq_eq_conj_mul_self, Complex.re_ofReal_mul]
  obtain ⟨r, hr, hrx⟩ := key x hx
  obtain ⟨t, ht, hty⟩ := key y hy
  rw [hrx] at hxV
  rw [hty] at hyV
  rcases le_total 0 (⟪V (v : S), (v : S)⟫_ℂ).re with h0 | h0
  · linarith [mul_nonneg hr h0]
  · linarith [mul_nonpos_of_nonneg_of_nonpos ht h0]
```

In a level spanned by a single v, every state is z = av, and ⟨Vz, z⟩ = |a|²⟨Vv, v⟩ has only one sign. Both signs occur, so the level is degenerate.

## Linear gain against quadratic cost

```lean
/-- If a symmetry-breaking coupling does not vanish within the level `E₀`, the lowest eigenvalue
at distortion `q` is at most `E₀ - c |q| + k q² / 2`, with one `c > 0` for all `k` and `q`. -/
theorem linear_lowering (h : SymmetryBreakingMode U H₀ V)
    (hP : levelProjector H₀ E₀ * V * levelProjector H₀ E₀ ≠ 0) :
    ∃ c > 0, ∀ k q : ℝ, ∃ e, IsLowestEigenvalue (distorted H₀ V k q) e ∧
      e ≤ E₀ - c * |q| + k * q ^ 2 / 2 := by
  obtain ⟨x, hx, hxV⟩ := exists_lowered_state h hP one_ne_zero
  obtain ⟨y, hy, hyV⟩ := exists_lowered_state h hP (neg_ne_zero.mpr one_ne_zero)
  have hx0 : x ≠ 0 := by rintro rfl; simp at hxV
  have hy0 : y ≠ 0 := by rintro rfl; simp at hyV
  have hxn : 0 < ‖x‖ ^ 2 := pow_pos (norm_pos_iff.mpr hx0) 2
  have hyn : 0 < ‖y‖ ^ 2 := pow_pos (norm_pos_iff.mpr hy0) 2
  have : Nontrivial S := ⟨x, 0, hx0⟩
  have ha : 0 < -((⟪V x, x⟫_ℂ).re / ‖x‖ ^ 2) :=
    neg_pos.mpr (div_neg_of_neg_of_pos (by linarith) hxn)
  have hb : 0 < (⟪V y, y⟫_ℂ).re / ‖y‖ ^ 2 := div_pos (by linarith) hyn
  refine ⟨min _ _, lt_min ha hb, fun k q => ?_⟩
  have hsym : LinearMap.IsSymmetric (distorted H₀ V k q) := by
    intro u w
    change ⟪H₀ u + (q : ℂ) • V u + ((k * q ^ 2 / 2 : ℝ) : ℂ) • u, w⟫_ℂ =
      ⟪u, H₀ w + (q : ℂ) • V w + ((k * q ^ 2 / 2 : ℝ) : ℂ) • w⟫_ℂ
    simp only [inner_add_left, inner_add_right, inner_smul_left, inner_smul_right,
      Complex.conj_ofReal]
    rw [h.hermitian_H u w, h.hermitian_V u w]
  obtain ⟨e, he, hbound⟩ := exists_lowestEigenvalue hsym
  -- states of the level serve as trial states
  have key : ∀ z, H₀ z = (E₀ : ℂ) • z → 0 < ‖z‖ ^ 2 →
      e ≤ E₀ + q * ((⟪V z, z⟫_ℂ).re / ‖z‖ ^ 2) + k * q ^ 2 / 2 := by
    intro z hz hn
    have h1 := hbound z
    have h2 : distorted H₀ V k q z =
        (E₀ : ℂ) • z + (q : ℂ) • V z + ((k * q ^ 2 / 2 : ℝ) : ℂ) • z := by
      rw [← hz]; rfl
    have hself : (⟪z, z⟫_ℂ).re = ‖z‖ ^ 2 := inner_self_eq_norm_sq (𝕜 := ℂ) z
    rw [h2] at h1
    simp only [inner_add_left, inner_smul_left, Complex.conj_ofReal, Complex.add_re,
      Complex.re_ofReal_mul, hself] at h1
    have h3 := div_mul_cancel₀ (⟪V z, z⟫_ℂ).re hn.ne'
    refine le_of_mul_le_mul_right ?_ hn
    generalize (⟪V z, z⟫_ℂ).re / ‖z‖ ^ 2 = v at h3 ⊢
    linear_combination h1 - q * h3
  refine ⟨e, he, ?_⟩
  rcases le_total 0 q with hq | hq
  · rw [abs_of_nonneg hq]
    have h1 := mul_le_mul_of_nonneg_right (min_le_left
      (-((⟪V x, x⟫_ℂ).re / ‖x‖ ^ 2)) ((⟪V y, y⟫_ℂ).re / ‖y‖ ^ 2)) hq
    linarith [key x hx hxn]
  · rw [abs_of_nonpos hq]
    have h1 := mul_le_mul_of_nonneg_right (min_le_right
      (-((⟪V x, x⟫_ℂ).re / ‖x‖ ^ 2)) ((⟪V y, y⟫_ℂ).re / ‖y‖ ^ 2)) (neg_nonneg.mpr hq)
    linarith [key y hy hyn]
```

Choose x and y in the level with ⟨V⟩_x < 0 < ⟨V⟩_y, where ⟨V⟩_z = ⟨Vz, z⟩/‖z‖², and set c = min(−⟨V⟩_x, ⟨V⟩_y). Any nonzero z in the level is a trial state for the lowest eigenvalue e of H(q) (`key`):

e ≤ E₀ + q⟨V⟩_z + kq²/2.

Taking x for q ≥ 0 and y for q ≤ 0 gives

e ≤ E₀ − c|q| + kq²/2.

```lean
/-- If a symmetry-breaking coupling does not vanish within the level `E₀` of `H₀`, then for every
stiffness `k` the lowest eigenvalue of `H₀ + q V + k q² / 2` is below `E₀` for all sufficiently
small nonzero `q`. -/
theorem jahn_teller (h : SymmetryBreakingMode U H₀ V)
    (hP : levelProjector H₀ E₀ * V * levelProjector H₀ E₀ ≠ 0) (k : ℝ) :
    ∀ᶠ q in 𝓝[≠] (0 : ℝ), ∃ e, IsLowestEigenvalue (distorted H₀ V k q) e ∧ e < E₀ := by
  obtain ⟨c, hc, hlow⟩ := linear_lowering h hP
  rw [eventually_nhdsWithin_iff, Metric.eventually_nhds_iff]
  refine ⟨c / (|k| + 1), by positivity, fun q hq hq0 => ?_⟩
  obtain ⟨e, he, hle⟩ := hlow k q
  refine ⟨e, he, ?_⟩
  rw [Real.dist_eq, sub_zero, lt_div_iff₀ (by positivity)] at hq
  -- the linear gain beats the elastic cost
  have h1 := mul_lt_mul_of_pos_left hq (abs_pos.mpr hq0)
  have h2 := mul_le_mul_of_nonneg_right (le_abs_self k) (sq_nonneg q)
  rw [← sq_abs q] at h2 hle
  nlinarith [mul_nonneg (abs_nonneg k) (sq_nonneg |q|), sq_nonneg |q|]
```

`∀ᶠ q in 𝓝[≠] (0 : ℝ)` means "for all sufficiently small nonzero q". If 0 < |q| < c/(|k| + 1), then

c|q| > (|k| + 1)q² > kq²/2,

hence e < E₀; `nlinarith` completes this comparison. E₀ may be any level, but the result expresses an instability only when E₀ is the lowest.

```lean
/-- If a symmetry-breaking coupling does not vanish within the ground level, the ground-state
energy as a function of the distortion is not differentiable at the symmetric point. -/
theorem energy_surface_cusp (h : SymmetryBreakingMode U H₀ V) {k : ℝ} {e : ℝ → ℝ}
    (he : ∀ q, IsLowestEigenvalue (distorted H₀ V k q) (e q))
    (hP : levelProjector H₀ (e 0) * V * levelProjector H₀ (e 0) ≠ 0) :
    ¬ DifferentiableAt ℝ e 0 := by
  obtain ⟨c, hc, hlow⟩ := linear_lowering h hP
  have hb : ∀ q, e q ≤ e 0 - c * |q| + k * q ^ 2 / 2 := fun q => by
    obtain ⟨e', ⟨⟨x, hx, hxe⟩, _⟩, hle⟩ := hlow k q
    exact ((he q).2 e' x hx hxe).trans hle
  intro hd
  -- adding a slope of size at most c keeps a maximum at the origin
  have key : ∀ s : ℝ, (∀ q, s * q ≤ c * |q|) → deriv e 0 + s = 0 := by
    intro s hs
    have hmax : IsLocalMax (fun q => e q - k / 2 * q ^ 2 + s * q) 0 :=
      Filter.Eventually.of_forall fun q => by
        change e q - k / 2 * q ^ 2 + s * q ≤ e 0 - k / 2 * 0 ^ 2 + s * 0
        linarith [hb q, hs q]
    have hder : HasDerivAt (fun q => e q - k / 2 * q ^ 2 + s * q) (deriv e 0 + s) 0 :=
      ((hd.hasDerivAt.fun_sub ((hasDerivAt_pow 2 (0 : ℝ)).const_mul (k / 2))).fun_add
        ((hasDerivAt_id' (0 : ℝ)).const_mul s)).congr_deriv (by simp)
    exact hmax.hasDerivAt_eq_zero hder
  have h1 := key c fun q => mul_le_mul_of_nonneg_left (le_abs_self q) hc.le
  have h2 := key (-c) fun q => by nlinarith [neg_abs_le q]
  linarith
```

Here e(q) is the ground-state energy, and E₀ = e(0). If e had slope d at 0, then for s = ±c the function e(q) − kq²/2 + sq would have a maximum there, so d + s = 0. Both signs together force c = 0, a contradiction.

## A three-state example

```lean
/-- Hamiltonian on three basis states with energies 0, 0 and 1. -/
def modelH : End ℂ (EuclideanSpace ℂ (Fin 3)) where
  toFun x := !₂[0, 0, x 2]
  map_add' x y := by ext i; fin_cases i <;> simp
  map_smul' c x := by ext i; fin_cases i <;> simp
```

The energies are 0, 0 and 1, for basis states numbered 0, 1 and 2.

```lean
/-- Coupling that exchanges the first two basis states and annihilates the third. -/
def modelV : End ℂ (EuclideanSpace ℂ (Fin 3)) where
  toFun x := !₂[x 1, x 0, 0]
  map_add' x y := by ext i; fin_cases i <;> simp
  map_smul' c x := by ext i; fin_cases i <;> simp
```

V exchanges states 0 and 1.

```lean
/-- The two-element group acting by a sign change of the second basis state. -/
def modelU : ℤˣ →* End ℂ (EuclideanSpace ℂ (Fin 3)) where
  toFun u :=
    { toFun := fun x => !₂[x 0, ((u : ℤ) : ℂ) * x 1, x 2]
      map_add' := fun x y => by ext i; fin_cases i <;> simp [mul_add]
      map_smul' := fun c x => by ext i; fin_cases i <;> simp [mul_left_comm] }
  map_one' := by
    refine LinearMap.ext fun x => ?_
    ext i; fin_cases i <;> simp
  map_mul' u v := by
    refine LinearMap.ext fun x => ?_
    ext i; fin_cases i <;> simp [mul_assoc]
```

The group `ℤˣ` is {1, −1}; its element −1 acts as a reflection that flips the sign of state 1.

```lean
/-- In the three-state model the coupling is a symmetry-breaking mode, the lowest eigenvalue is 0,
and the coupling does not vanish within that level. -/
theorem jahn_teller_witness : SymmetryBreakingMode modelU modelH modelV ∧
    IsLowestEigenvalue modelH 0 ∧
    levelProjector modelH 0 * modelV * levelProjector modelH 0 ≠ 0 := by
  refine ⟨⟨?_, ?_, ?_, ?_, ?_⟩, ⟨⟨!₂[1, 0, 0], ?_, ?_⟩, ?_⟩, ?_⟩
  · intro x y
    simp [modelH, PiLp.inner_apply, Fin.sum_univ_three]
  · intro x y
    simp [modelV, PiLp.inner_apply, Fin.sum_univ_three, add_comm]
  · intro u x y
    rcases Int.units_eq_one_or u with rfl | rfl <;>
      simp [modelU, PiLp.inner_apply, Fin.sum_univ_three]
  · intro u
    refine LinearMap.ext fun x => ?_
    ext i; fin_cases i <;> simp [modelU, modelH]
  · have hu : (Finset.univ : Finset ℤˣ) = {1, -1} := by decide
    have hs : ∑ u, modelU u⁻¹ * modelV * modelU u = 0 := by
      rw [hu, Finset.sum_pair (by decide)]
      refine LinearMap.ext fun x => ?_
      ext i; fin_cases i <;> simp [modelU, modelV]
    rw [groupAverage, hs, smul_zero]
  · intro h
    have h0 := congrArg (fun v : EuclideanSpace ℂ (Fin 3) => v 0) h
    simp at h0
  · ext i; fin_cases i <;> simp [modelH]
  · intro e x hx h
    by_contra hneg
    have he : (e : ℂ) ≠ 0 := Complex.ofReal_ne_zero.mpr (by linarith)
    have he1 : (1 : ℂ) - e ≠ 0 := by
      rw [← Complex.ofReal_one, ← Complex.ofReal_sub]
      exact Complex.ofReal_ne_zero.mpr (by linarith)
    have h0 : 0 = (e : ℂ) * x 0 := congrArg (fun v : EuclideanSpace ℂ (Fin 3) => v 0) h
    have h1 : 0 = (e : ℂ) * x 1 := congrArg (fun v : EuclideanSpace ℂ (Fin 3) => v 1) h
    have h2 : x 2 = (e : ℂ) * x 2 := congrArg (fun v : EuclideanSpace ℂ (Fin 3) => v 2) h
    have h3 : (1 - (e : ℂ)) * x 2 = 0 := by linear_combination h2
    apply hx
    ext i
    fin_cases i
    · exact (mul_eq_zero.mp h0.symm).resolve_left he
    · exact (mul_eq_zero.mp h1.symm).resolve_left he
    · exact (mul_eq_zero.mp h3).resolve_left he1
  · intro h
    have hp : ∀ x, modelH x = ((0 : ℝ) : ℂ) • x → levelProjector modelH 0 x = x :=
      fun x hx => Submodule.starProjection_eq_self_iff.mpr (End.mem_eigenspace_iff.mpr hx)
    have hV : modelV !₂[0, 1, 0] = !₂[1, 0, 0] := by
      ext i; fin_cases i <;> simp [modelV]
    have h1 := LinearMap.congr_fun h !₂[0, 1, 0]
    have hp1 : levelProjector modelH 0 !₂[0, 1, 0] = !₂[0, 1, 0] :=
      hp !₂[0, 1, 0] (by ext i; fin_cases i <;> simp [modelH])
    have hp0 : levelProjector modelH 0 !₂[1, 0, 0] = !₂[1, 0, 0] :=
      hp !₂[1, 0, 0] (by ext i; fin_cases i <;> simp [modelH])
    rw [End.mul_apply, End.mul_apply, hp1, hV, hp0] at h1
    have h2 := congrArg (fun v : EuclideanSpace ℂ (Fin 3) => v 0) h1
    simp at h2

end

end JahnTeller
```

The reflection turns V into −V, so the average vanishes. V takes state 1 to state 0 within the ground level, so PVP ≠ 0. All hypotheses therefore hold in this model. The two-element group does not force the degeneracy of the states 0 and 1, and the theorem does not need it to.

```lean
#print axioms JahnTeller.exists_lowered_state
#print axioms JahnTeller.level_degenerate
#print axioms JahnTeller.jahn_teller
#print axioms JahnTeller.energy_surface_cusp
```

```
'JahnTeller.exists_lowered_state' depends on axioms: [propext, Classical.choice, Quot.sound]
'JahnTeller.level_degenerate' depends on axioms: [propext, Classical.choice, Quot.sound]
'JahnTeller.jahn_teller' depends on axioms: [propext, Classical.choice, Quot.sound]
'JahnTeller.energy_surface_cusp' depends on axioms: [propext, Classical.choice, Quot.sound]
```
